# The antisymmetric part of a shielding tensor changes the resonance frequency only at second order

To turn a computed shielding tensor $\sigma$ into a line position for one orientation of a crystal, I symmetrise it and use $\nu=\nu_0(1-n\cdot\sigma n)$, with $n$ the field direction and $\nu_0$ the frequency of the bare nucleus. But my tensor isn't symmetric: $\sigma_{yx}$ and $\sigma_{xy}$ differ by 200 ppm. That difference produces a real magnetic field at the nucleus. Why is it missing from the line position, and how much am I neglecting?

## The field it adds is perpendicular to the applied one

A small perpendicular field turns the total field, but lengthens it only at second order, and the frequency follows the length.

Write $\sigma=ts$, where $s$ is a fixed real $3\times3$ tensor and $t$ scales the shielding. For a unit applied field $n$, the nucleus sees $n-t\,sn$. In units of $\nu_0$ its frequency is $\nu(t)=\|n-t\,sn\|$. With $a=n\cdot sn$ and $b=\|sn\|^2$,

$$\nu(t)^2=1-2ta+t^2b,\qquad (1-ta)^2=1-2ta+t^2a^2 .$$

Subtract these, factor the left side as a difference of squares, and divide. For small $t\neq0$,

$$\frac{\nu(t)-(1-ta)}{t^2}=\frac{b-a^2}{\nu(t)+1-ta}\;\longrightarrow\;\frac{b-a^2}{2},$$

because the denominator tends to 2. Since $n$ is a unit vector, $b-a^2=\|n\times sn\|^2$, the squared length of the part of $sn$ perpendicular to $n$.

Now split $s=S+A$ with $S=(s+s^T)/2$ and $A=(s-s^T)/2$. Transposing gives $n\cdot An=n\cdot A^Tn=-n\cdot An$, so $n\cdot An=0$ and $a=n\cdot Sn$. The slope of $\nu$ at $t=0$ is therefore $-n\cdot Sn$, without $A$. Subtracting the expansion for $S$ from that for $s$ cancels the linear terms and leaves

$$\frac{\|sn\|^2-\|Sn\|^2}{2}=Sn\cdot An+\frac{\|An\|^2}{2}$$

as the coefficient of $t^2$ due to $A$.

For your tensor, take $s$ in ppm, so that $t=10^{-6}$, and put the field along $x$. Suppose the first column of $s$ is $(100,300,0)$ and $s_{xy}=100$. If $s_{zx}=s_{xz}=0$ as well, then $Sn=(100,200,0)$ and $An=(0,100,0)$. The linear shift is $-100$ ppm. The antisymmetric part adds about $(20000+5000)\times10^{-12}$, or 0.025 ppm. The linear formula also omits the second-order term of $S$ itself, here 0.02 ppm, so it neglects about 0.045 ppm in all. The cross term $Sn\cdot An$ can have either sign, and it changes sign if the tensor is transposed, so at this order the index convention matters.

In the limiting case of an isotropic $S$, the cross term vanishes and $\|An\|^2/2$ remains. If $S=0$, the frequency is exactly $\sqrt{1+t^2\|sn\|^2}$.

In the formal version, `localField s n t` is the field $(1-ts)n$. The first index of `s` labels the component of the field at the nucleus, the second that of the applied field. `resonance s n t` is $\nu(t)$, written as the square root of a dot product because Mathlib's default norm on `Fin 3 → ℝ` is the largest absolute value of a component, not the Euclidean length. The hypothesis `hn : n ⬝ᵥ n = 1` says that the applied field has unit strength, and `𝓝[≠] 0` means that $t$ approaches zero from either side without reaching it.

- `resonance_second_order` is the limit $(b-a^2)/2$, and `second_order_eq_transverse` identifies $b-a^2$ with the squared cross product.
- `resonance_first_order` gives the derivative $-n\cdot Sn$ at $t=0$.
- `antisymmetric_shift` gives the limit of the frequency difference between $s$ and `symPart s`, divided by $t^2$.
- `resonance_antisymmetric` is the exact formula for $s^T=-s$. `resonance_antisymmetric_witness` evaluates it for the tensor with $s_{yx}=-s_{xy}=w$ and all other entries zero, in a field along $x$, with result $\sqrt{1+(tw)^2}$, so for $w\neq0$ the second-order effect does occur.

The second-order coefficients for a general tensor are obtained as limits, with no error bound at a given $t$. The model is a single spin in a static field, with shielding linear in that field and no couplings or motion; for such a spin-½, the quantum level splitting is proportional to the length of the local field.

In Lean 4 with Mathlib:

```lean
import Mathlib

open Matrix Filter Topology

namespace ShieldingTensor

noncomputable section

/-- The magnetic field at the nucleus, `(1 - t s) n`, for an applied field `n`, a shielding
tensor `s` and a scale factor `t` of the shielding. -/
def localField (s : Matrix (Fin 3) (Fin 3) ℝ) (n : Fin 3 → ℝ) (t : ℝ) : Fin 3 → ℝ :=
  (1 - t • s) *ᵥ n

/-- The resonance frequency as the Euclidean length of the local field, in units of the
Larmor frequency of the bare nucleus in a unit field. -/
def resonance (s : Matrix (Fin 3) (Fin 3) ℝ) (n : Fin 3 → ℝ) (t : ℝ) : ℝ :=
  √(localField s n t ⬝ᵥ localField s n t)

/-- The symmetric part of a shielding tensor. -/
def symPart (s : Matrix (Fin 3) (Fin 3) ℝ) : Matrix (Fin 3) (Fin 3) ℝ :=
  (1 / 2 : ℝ) • (s + sᵀ)

/-- The antisymmetric part of a shielding tensor. -/
def antiPart (s : Matrix (Fin 3) (Fin 3) ℝ) : Matrix (Fin 3) (Fin 3) ℝ :=
  (1 / 2 : ℝ) • (s - sᵀ)

variable (s : Matrix (Fin 3) (Fin 3) ℝ) (n : Fin 3 → ℝ)

/-- For a unit applied field, the squared length of the local field is a quadratic
polynomial in the strength of the shielding. -/
theorem localField_sq (hn : n ⬝ᵥ n = 1) (t : ℝ) :
    localField s n t ⬝ᵥ localField s n t =
      1 - 2 * t * (n ⬝ᵥ s *ᵥ n) + t ^ 2 * ((s *ᵥ n) ⬝ᵥ (s *ᵥ n)) := by
  have h : localField s n t = n - t • (s *ᵥ n) := by
    simp only [localField, Matrix.sub_mulVec, Matrix.one_mulVec, Matrix.smul_mulVec]
  rw [h]
  simp only [sub_dotProduct, dotProduct_sub, smul_dotProduct, dotProduct_smul,
    smul_eq_mul, hn, dotProduct_comm (s *ᵥ n) n]
  ring

/-- For a unit applied field `n`, the resonance frequency minus its first-order expression
`1 - t n·sn`, divided by `t²`, tends to `(‖sn‖² - (n·sn)²)/2` as `t` tends to zero. -/
theorem resonance_second_order (hn : n ⬝ᵥ n = 1) :
    Tendsto (fun t : ℝ => (resonance s n t - 1 + t * (n ⬝ᵥ s *ᵥ n)) / t ^ 2) (𝓝[≠] 0)
      (𝓝 (((s *ᵥ n) ⬝ᵥ (s *ᵥ n) - (n ⬝ᵥ s *ᵥ n) ^ 2) / 2)) := by
  have hq : ∀ t, 0 ≤ localField s n t ⬝ᵥ localField s n t := fun t =>
    Finset.sum_nonneg fun i _ => mul_self_nonneg _
  simp only [resonance, localField_sq s n hn] at hq ⊢
  generalize n ⬝ᵥ s *ᵥ n = a at hq ⊢
  generalize (s *ᵥ n) ⬝ᵥ (s *ᵥ n) = b at hq ⊢
  -- the conjugate factor that removes the square root tends to 2
  have hc : Tendsto (fun t : ℝ => √(1 - 2 * t * a + t ^ 2 * b) + (1 - t * a))
      (𝓝[≠] 0) (𝓝 2) := by
    have h : Continuous (fun t : ℝ => √(1 - 2 * t * a + t ^ 2 * b) + (1 - t * a)) := by
      fun_prop
    exact (h.tendsto' 0 2 (by norm_num)).mono_left nhdsWithin_le_nhds
  have hne : ∀ᶠ t : ℝ in 𝓝[≠] 0, √(1 - 2 * t * a + t ^ 2 * b) + (1 - t * a) ≠ 0 :=
    hc.eventually_ne (by norm_num)
  have hl : Tendsto (fun t : ℝ => (b - a ^ 2) / (√(1 - 2 * t * a + t ^ 2 * b) + (1 - t * a)))
      (𝓝[≠] 0) (𝓝 ((b - a ^ 2) / 2)) := tendsto_const_nhds.div hc (by norm_num)
  refine hl.congr' ?_
  filter_upwards [hne, self_mem_nhdsWithin] with t hF ht
  have ht' : t ≠ 0 := ht
  have hs := Real.sq_sqrt (hq t)
  rw [div_eq_div_iff hF (pow_ne_zero 2 ht')]
  linear_combination -hs

/-- For a unit applied field `n`, the combination `‖sn‖² - (n·sn)²` is the squared length
of `n × sn`. -/
theorem second_order_eq_transverse (hn : n ⬝ᵥ n = 1) :
    (s *ᵥ n) ⬝ᵥ (s *ᵥ n) - (n ⬝ᵥ s *ᵥ n) ^ 2 =
      (n ⨯₃ (s *ᵥ n)) ⬝ᵥ (n ⨯₃ (s *ᵥ n)) := by
  rw [cross_dot_cross, hn, dotProduct_comm (s *ᵥ n) n]
  ring

/-- The shielding along the applied field, `n·sn`, is that of the symmetric part of `s`. -/
theorem symPart_quadratic : n ⬝ᵥ symPart s *ᵥ n = n ⬝ᵥ s *ᵥ n := by
  simp only [symPart, dotProduct, Matrix.mulVec, Fin.sum_univ_three, Matrix.smul_apply,
    Matrix.add_apply, Matrix.transpose_apply, smul_eq_mul]
  ring

/-- For a unit applied field, the first-order change of the resonance frequency with the
strength of the shielding is fixed by the symmetric part of the tensor. -/
theorem resonance_first_order (hn : n ⬝ᵥ n = 1) :
    HasDerivAt (resonance s n) (-(n ⬝ᵥ symPart s *ᵥ n)) 0 := by
  have e : resonance s n = fun t => √(1 - 2 * t * (n ⬝ᵥ s *ᵥ n)
      + t ^ 2 * ((s *ᵥ n) ⬝ᵥ (s *ᵥ n))) := by
    funext t
    rw [resonance, localField_sq s n hn]
  rw [e, symPart_quadratic]
  generalize n ⬝ᵥ s *ᵥ n = a
  generalize (s *ᵥ n) ⬝ᵥ (s *ᵥ n) = b
  have h : HasDerivAt (fun t : ℝ => 1 - 2 * t * a + t ^ 2 * b) (-2 * a) 0 := by
    have h1 := (((hasDerivAt_id' (0 : ℝ)).const_mul 2).mul_const a).const_sub 1
    have h2 := ((hasDerivAt_id' (0 : ℝ)).fun_pow 2).mul_const b
    exact (h1.fun_add h2).congr_deriv (by simp)
  exact (h.sqrt (by norm_num)).congr_deriv (by simp [neg_div])

/-- For a unit applied field, the frequency change caused by the antisymmetric part `A` of
the tensor, divided by `t²`, tends to `Sn·An + ‖An‖²/2`, where `S` is the symmetric part. -/
theorem antisymmetric_shift (hn : n ⬝ᵥ n = 1) :
    Tendsto (fun t : ℝ => (resonance s n t - resonance (symPart s) n t) / t ^ 2) (𝓝[≠] 0)
      (𝓝 ((symPart s *ᵥ n) ⬝ᵥ (antiPart s *ᵥ n)
        + (antiPart s *ᵥ n) ⬝ᵥ (antiPart s *ᵥ n) / 2)) := by
  have h := (resonance_second_order s n hn).sub (resonance_second_order (symPart s) n hn)
  rw [symPart_quadratic] at h
  -- the first-order terms cancel, and `s = S + A` gives the remaining coefficient
  have e : ((s *ᵥ n) ⬝ᵥ (s *ᵥ n) - (n ⬝ᵥ s *ᵥ n) ^ 2) / 2
      - ((symPart s *ᵥ n) ⬝ᵥ (symPart s *ᵥ n) - (n ⬝ᵥ s *ᵥ n) ^ 2) / 2
      = (symPart s *ᵥ n) ⬝ᵥ (antiPart s *ᵥ n)
        + (antiPart s *ᵥ n) ⬝ᵥ (antiPart s *ᵥ n) / 2 := by
    have hd : s *ᵥ n = symPart s *ᵥ n + antiPart s *ᵥ n := by
      rw [← Matrix.add_mulVec]
      congr 1
      simp only [symPart, antiPart]
      module
    have hb : (s *ᵥ n) ⬝ᵥ (s *ᵥ n) = (symPart s *ᵥ n) ⬝ᵥ (symPart s *ᵥ n)
        + 2 * ((symPart s *ᵥ n) ⬝ᵥ (antiPart s *ᵥ n))
        + (antiPart s *ᵥ n) ⬝ᵥ (antiPart s *ᵥ n) := by
      rw [hd]
      simp only [add_dotProduct, dotProduct_add,
        dotProduct_comm (antiPart s *ᵥ n) (symPart s *ᵥ n)]
      ring
    rw [hb]
    ring
  rw [e] at h
  exact h.congr fun t => by ring

/-- For a purely antisymmetric shielding tensor and a unit applied field, the resonance
frequency is exactly `√(1 + t²‖sn‖²)`. -/
theorem resonance_antisymmetric (hs : sᵀ = -s) (hn : n ⬝ᵥ n = 1) (t : ℝ) :
    resonance s n t = √(1 + t ^ 2 * ((s *ᵥ n) ⬝ᵥ (s *ᵥ n))) := by
  have h0 : n ⬝ᵥ s *ᵥ n = 0 := by
    rw [← symPart_quadratic]
    simp [symPart, hs]
  rw [resonance, localField_sq s n hn, h0, mul_zero, sub_zero]

/-- An antisymmetric tensor with the single independent component `w` in the `xy` plane, in a
unit field along `x`, gives the resonance frequency `√(1 + (t w)²)`. -/
theorem resonance_antisymmetric_witness (w t : ℝ) :
    resonance !![0, -w, 0; w, 0, 0; 0, 0, 0] ![1, 0, 0] t = √(1 + (t * w) ^ 2) := by
  have hs : (!![0, -w, 0; w, 0, 0; 0, 0, 0] : Matrix (Fin 3) (Fin 3) ℝ)ᵀ
      = -!![0, -w, 0; w, 0, 0; 0, 0, 0] := by
    ext i j
    fin_cases i <;> fin_cases j <;> simp
  have hn : (![1, 0, 0] : Fin 3 → ℝ) ⬝ᵥ ![1, 0, 0] = 1 := by
    simp [dotProduct, Fin.sum_univ_three]
  have hb : ((!![0, -w, 0; w, 0, 0; 0, 0, 0] : Matrix (Fin 3) (Fin 3) ℝ) *ᵥ ![1, 0, 0]) ⬝ᵥ
      ((!![0, -w, 0; w, 0, 0; 0, 0, 0] : Matrix (Fin 3) (Fin 3) ℝ) *ᵥ ![1, 0, 0])
      = w ^ 2 := by
    simp [Matrix.mulVec, dotProduct, Fin.sum_univ_three, pow_two]
  rw [resonance_antisymmetric _ _ hs hn, hb, mul_pow]

end

end ShieldingTensor
```

```lean
#print axioms ShieldingTensor.second_order_eq_transverse
#print axioms ShieldingTensor.resonance_first_order
#print axioms ShieldingTensor.antisymmetric_shift
```

```
'ShieldingTensor.second_order_eq_transverse' depends on axioms: [propext, Classical.choice, Quot.sound]
'ShieldingTensor.resonance_first_order' depends on axioms: [propext, Classical.choice, Quot.sound]
'ShieldingTensor.antisymmetric_shift' depends on axioms: [propext, Classical.choice, Quot.sound]
```

`localField_sq` expands the squared length by bilinearity of the dot product. `resonance_second_order` then replaces the two scalars by `a` and `b`, after which no vectors are left. Inside it, `hc` shows by continuity that the denominator $\nu(t)+1-ta$ tends to 2, `hne` that it is nonzero near $t=0$, and `hl` takes the limit of the quotient. The remaining task is the identity between the two quotients. `div_eq_div_iff` cross-multiplies it, and `linear_combination -hs` closes it using $\nu(t)^2=1-2ta+t^2b$. That relation needs a nonnegative radicand, which `hq` supplies because the radicand is a sum of squares.

`second_order_eq_transverse` uses the identity for the dot product of two cross products. `symPart_quadratic` writes out the components to show $n\cdot Sn=n\cdot sn$, and it needs no unit vector. `resonance_first_order` differentiates the square root by the chain rule: the radicand has value 1 and slope $-2a$ at $t=0$, which gives $-a$.

`antisymmetric_shift` subtracts two instances of the second-order limit, one for `s` and one for `symPart s`. By `symPart_quadratic` their linear terms agree and cancel. The step `hd` is the decomposition $sn=Sn+An$, and `hb` expands its square. In `resonance_antisymmetric` the symmetric part is zero, so $a=0$ and the squared length reduces to $1+t^2b$. The last theorem checks that its explicit matrix is antisymmetric, computes $\|sn\|^2=w^2$, and applies that formula.
